# For non-Hermitian matrices, the residual norm need not bound the distance to the nearest eigenvalue

An eigenvalue solver that stops at a small residual, and reports that residual as the error bar of the eigenvalue, can be wrong by orders of magnitude when the matrix is not Hermitian. The problems below treat a matrix for which, at size 10, a unit trial vector with trial value 0 has residual norm 10⁻¹⁰, while every eigenvalue has modulus 0.1.

For a Hermitian matrix A and a unit vector v, some eigenvalue always lies within ‖Av − sv‖ of the trial value s. The matrix here has one adjustable entry, ε. For 0 < ε < 1 and size at least 2 it violates that bound, and at a given size no single constant factor repairs the bound for all such ε. The matrix is a finite example, not a model of a particular Hamiltonian, but it warns against reading convergence thresholds as eigenvalue errors in non-Hermitian methods such as equation-of-motion coupled cluster.

## A one-way ring with a weak link

Number the sites 0, 1, …, n−1. The matrix A has ones on the superdiagonal and a real number ε in the bottom-left corner. It describes one-way hopping around a ring: all links have strength 1 except the one that closes the ring, whose amplitude is ε in the same units. The trial vector e₁ has component 1 on site 0 and zeros elsewhere.

In Lean 4 with Mathlib:

```lean
import Mathlib

open Matrix

namespace NonHermitianResidual

noncomputable section
```

States are functions `Fin n → ℂ`. Mathlib's built-in norm on this type is the maximum norm, so the Euclidean norm is written out.

```lean
/-- The Euclidean norm of a complex state vector with `n` components. -/
def euclidNorm {n : ℕ} (v : Fin n → ℂ) : ℝ := √(∑ i, ‖v i‖ ^ 2)
```

The residual norm of a trial pair (s, v) is ‖Av − sv‖, where `*ᵥ` is the matrix-vector product. The definition does not normalise v; part (c) shows that e₁ has unit norm.

```lean
/-- The residual norm `‖A v - s v‖` of the trial eigenpair `(s, v)`. -/
def residualNorm {n : ℕ} (A : Matrix (Fin n) (Fin n) ℂ) (s : ℂ) (v : Fin n → ℂ) : ℝ :=
  euclidNorm (A *ᵥ v - s • v)
```

An eigenvalue is a complex number with a nonzero right eigenvector.

```lean
/-- `μ` is an eigenvalue of `A`: some nonzero vector satisfies `A x = μ x`. -/
def IsEigenvalue {n : ℕ} (A : Matrix (Fin n) (Fin n) ℂ) (μ : ℂ) : Prop :=
  ∃ x : Fin n → ℂ, x ≠ 0 ∧ A *ᵥ x = μ • x
```

The matrix `weakRing n ε` and the vector e₁, called `firstSite n`, follow the description above.

```lean
/-- One-way hopping on a chain of `n` sites: ones on the superdiagonal and a weak link `ε`
in the bottom-left corner. -/
def weakRing (n : ℕ) (ε : ℝ) : Matrix (Fin n) (Fin n) ℂ :=
  Matrix.of fun i j =>
    if (j : ℕ) = i + 1 then 1 else if (i : ℕ) + 1 = n ∧ (j : ℕ) = 0 then (ε : ℂ) else 0

/-- The basis vector `e₁`, localised on the first site. -/
def firstSite (n : ℕ) : Fin n → ℂ := fun i => if (i : ℕ) = 0 then 1 else 0
```

## (a) Action away from the last site

**Task.** Show that (Ax)_i = x_{i+1} whenever i + 1 < n.

**Solution.** Row i has a single nonzero entry, the 1 in column i+1. The corner entry belongs to row n−1, which is excluded. Hence

(Ax)_i = Σ_j A_ij x_j = x_{i+1}.

In the code, `Finset.sum_eq_single` reduces the sum to the column i+1, and the remaining goals evaluate that term and show that the others vanish.

```lean
/-- Away from the last site, the operator copies the amplitude of the next site. -/
theorem weakRing_mulVec_of_lt {n : ℕ} (ε : ℝ) (x : Fin n → ℂ) (i : Fin n)
    (h : (i : ℕ) + 1 < n) : (weakRing n ε *ᵥ x) i = x ⟨i + 1, h⟩ := by
  change ∑ j, weakRing n ε i j * x j = _
  rw [Finset.sum_eq_single ⟨i + 1, h⟩]
  · simp [weakRing]
  · intro j _ hj
    have h1 : ¬ (j : ℕ) = i + 1 := fun h' => hj (Fin.ext h')
    have h2 : ¬ ((i : ℕ) + 1 = n ∧ (j : ℕ) = 0) := by omega
    simp only [weakRing, Matrix.of_apply, if_neg h1, if_neg h2, zero_mul]
  · simp
```

## (b) Action on the last site

**Task.** Show that (Ax)_{n−1} = ε x_0.

**Solution.** The last row has no superdiagonal entry, because column n does not exist. Only the corner entry in column 0 remains, so

(Ax)_{n−1} = ε x_0.

The proof has the same shape as in (a), now with column 0 as the surviving term. Neither part restricts the real number ε.

```lean
/-- On the last site, the operator returns `ε` times the amplitude of the first site. -/
theorem weakRing_mulVec_last {n : ℕ} (ε : ℝ) (x : Fin n → ℂ) (i : Fin n)
    (h0 : 0 < n) (h : (i : ℕ) + 1 = n) : (weakRing n ε *ᵥ x) i = ε * x ⟨0, h0⟩ := by
  change ∑ j, weakRing n ε i j * x j = _
  rw [Finset.sum_eq_single ⟨0, h0⟩]
  · simp [weakRing, h]
    exact fun h' => absurd h' (by omega)
  · intro j _ hj
    have h1 : ¬ (j : ℕ) = i + 1 := by have := j.isLt; omega
    have h2 : ¬ ((i : ℕ) + 1 = n ∧ (j : ℕ) = 0) := fun h' => hj (Fin.ext h'.2)
    simp only [weakRing, Matrix.of_apply, if_neg h1, if_neg h2, zero_mul]
  · simp
```

## (c) Normalisation of the trial vector

**Task.** Show that ‖e₁‖ = 1 for n ≥ 1.

**Solution.** One component equals 1 and the others vanish, so

‖e₁‖ = √(1²) = 1.

The code again isolates the one nonzero term of the sum.

```lean
/-- The vector `e₁` has unit norm. -/
theorem euclidNorm_firstSite {n : ℕ} (hn : 0 < n) : euclidNorm (firstSite n) = 1 := by
  obtain ⟨m, rfl⟩ : ∃ m, n = m + 1 := ⟨n - 1, by omega⟩
  unfold euclidNorm
  rw [Finset.sum_eq_single (0 : Fin (m + 1))]
  · simp [firstSite]
  · intro b _ hb
    have hb' : ¬ (b : ℕ) = 0 := fun h => hb (Fin.ext h)
    simp only [firstSite, if_neg hb']
    simp
  · simp
```

## (d) The residual norm

**Task.** For n ≥ 1 and ε ≥ 0, find the residual norm of the pair (0, e₁).

**Solution.** With trial value 0 the residual vector is Ae₁. By (a), its component on a site i with i + 1 < n is (e₁)_{i+1} = 0. By (b), its component on the last site is ε · 1. Therefore

‖Ae₁ − 0 · e₁‖ = √(ε²) = ε.

The last step uses ε ≥ 0. The code writes n = m + 1, so that the last site is `Fin.last m`. The intermediate claim `key` lists the components of the residual vector, and the norm is then the square root of a sum to which only the last site can contribute.

```lean
/-- The trial eigenpair `(0, e₁)` has residual norm exactly `ε`. -/
theorem residualNorm_firstSite {n : ℕ} (hn : 0 < n) {ε : ℝ} (hε : 0 ≤ ε) :
    residualNorm (weakRing n ε) 0 (firstSite n) = ε := by
  obtain ⟨m, rfl⟩ : ∃ m, n = m + 1 := ⟨n - 1, by omega⟩
  -- the residual vector lives on the last site only
  have key : ∀ i : Fin (m + 1),
      (weakRing (m + 1) ε *ᵥ firstSite (m + 1) - (0 : ℂ) • firstSite (m + 1)) i
        = if i = Fin.last m then (ε : ℂ) else 0 := by
    intro i
    rw [zero_smul, sub_zero]
    by_cases h : (i : ℕ) + 1 < m + 1
    · have hi : i ≠ Fin.last m := by
        intro h'
        rw [h'] at h
        simp at h
      rw [weakRing_mulVec_of_lt ε _ i h, if_neg hi]
      simp [firstSite]
    · have hi : (i : ℕ) = m := by have := i.isLt; omega
      have hl : i = Fin.last m := Fin.ext hi
      rw [weakRing_mulVec_last ε _ i hn (by omega), if_pos hl]
      simp [firstSite]
  simp only [residualNorm, euclidNorm, key]
  rw [Finset.sum_eq_single (Fin.last m)]
  · rw [if_pos rfl, Complex.norm_real, Real.norm_of_nonneg hε, Real.sqrt_sq hε]
  · intro b _ hb
    simp [hb]
  · simp
```

## (e) The modulus of every eigenvalue

**Task.** Let n ≥ 1 and ε ≥ 0. Show that every eigenvalue μ satisfies |μ|ⁿ = ε.

**Solution.** Let Ax = μx with x ≠ 0. By (a), x_{k+1} = μ x_k along the chain, and induction gives

x_k = μᵏ x_0 for k = 0, …, n−1.

If x_0 were zero, all components would vanish, so x_0 ≠ 0. The last row, by (b), closes the cycle:

ε x_0 = μ x_{n−1} = μⁿ x_0.

Cancelling x_0 gives μⁿ = ε, and taking moduli gives |μ|ⁿ = ε.

In the code, `geo` is the geometric sequence, `hfirst` is x_0 ≠ 0 and `hlast` is the closing equation. The cancellation is done by `mul_right_cancel₀`, which requires `hfirst`.

```lean
/-- Every eigenvalue `μ` satisfies `|μ|^n = ε`. -/
theorem norm_pow_of_isEigenvalue {n : ℕ} (hn : 0 < n) {ε : ℝ} (hε : 0 ≤ ε) {μ : ℂ}
    (h : IsEigenvalue (weakRing n ε) μ) : ‖μ‖ ^ n = ε := by
  obtain ⟨m, rfl⟩ : ∃ m, n = m + 1 := ⟨n - 1, by omega⟩
  obtain ⟨x, hx0, hx⟩ := h
  -- the amplitudes form a geometric sequence along the chain
  have geo : ∀ (k : ℕ) (hk : k < m + 1), x ⟨k, hk⟩ = μ ^ k * x ⟨0, hn⟩ := by
    intro k
    induction k with
    | zero => intro hk; simp
    | succ k ih =>
      intro hk
      have hk' : k < m + 1 := by omega
      have step : x ⟨k + 1, hk⟩ = μ * x ⟨k, hk'⟩ :=
        (weakRing_mulVec_of_lt ε x ⟨k, hk'⟩ hk).symm.trans (congrFun hx _)
      rw [step, ih hk']
      ring
  have hfirst : x ⟨0, hn⟩ ≠ 0 := by
    intro h0
    apply hx0
    funext i
    have hi := geo i i.isLt
    rw [h0, mul_zero] at hi
    exact hi
  -- the weak link closes the cycle
  have hlast : (ε : ℂ) * x ⟨0, hn⟩ = μ * x ⟨m, by omega⟩ :=
    (weakRing_mulVec_last ε x ⟨m, by omega⟩ hn rfl).symm.trans (congrFun hx _)
  rw [geo m (by omega)] at hlast
  have hμ : μ ^ (m + 1) = (ε : ℂ) := by
    apply mul_right_cancel₀ hfirst
    rw [hlast]
    ring
  rw [← norm_pow, hμ, Complex.norm_real, Real.norm_of_nonneg hε]
```

## (f) An eigenvalue that exists

**Task.** Let n ≥ 1 and let δ be a real number with δⁿ = ε. Show that δ is an eigenvalue.

**Solution.** Take x_i = δⁱ. This vector is nonzero because x_0 = 1. For i + 1 < n,

(Ax)_i = δ^(i+1) = δ x_i,

and on the last site

(Ax)_{n−1} = ε = δⁿ = δ x_{n−1}.

The code supplies this vector and treats the two kinds of site separately. Every complex square matrix of size n ≥ 1 has an eigenvalue, so part (e) is never an empty statement; the present part exhibits one eigenvalue explicitly.

```lean
/-- A real number `δ` with `δ^n = ε` is an eigenvalue. -/
theorem isEigenvalue_of_pow_eq {n : ℕ} (hn : 0 < n) {δ ε : ℝ} (h : δ ^ n = ε) :
    IsEigenvalue (weakRing n ε) (δ : ℂ) := by
  refine ⟨fun i => (δ : ℂ) ^ (i : ℕ), ?_, ?_⟩
  · intro h0
    have h1 := congrFun h0 ⟨0, hn⟩
    simp at h1
  · funext i
    change _ = (δ : ℂ) * (δ : ℂ) ^ (i : ℕ)
    by_cases hi : (i : ℕ) + 1 < n
    · rw [weakRing_mulVec_of_lt ε _ i hi]
      exact pow_succ' _ _
    · have hi' : (i : ℕ) + 1 = n := by have := i.isLt; omega
      rw [weakRing_mulVec_last ε _ i hn hi', ← pow_succ', hi', ← h]
      simp
```

## (g) Failure of the residual bound

**Task.** Let n ≥ 2 and 0 < ε < 1. Show that the unit vector e₁ with trial value 0 has residual norm ε, that ε^(1/n) is an eigenvalue, and that every eigenvalue has modulus ε^(1/n) > ε.

**Solution.** The norm and the residual come from (c) and (d). Setting δ = ε^(1/n) in (f) gives the eigenvalue. By (e), every eigenvalue satisfies |μ|ⁿ = ε, and the non-negative n-th root is |μ| = ε^(1/n). If |μ| ≤ ε held, then

ε = |μ|ⁿ ≤ εⁿ ≤ ε² < ε,

a contradiction. Since the trial value is 0, |μ| is the distance from the trial value to μ, so no eigenvalue lies within the residual norm.

Outside these conditions on n and ε the strict inequality can fail. For n = 1 the matrix is the single number ε, and its eigenvalue equals the residual norm. For ε = 1 both the residual norm and the modulus of every eigenvalue are 1.

The theorem `residual_bound_fails` joins the four claims by `∧`. Its exponent is `1 / (n : ℝ)`, with n converted to a real number. Without the conversion, `1 / n` would be a division of natural numbers, equal to 0 for n ≥ 2, and the formula would wrongly give modulus 1. The contradiction appears in the code as `a1` and `a2`, and `nlinarith` closes it using ε(1 − ε) > 0.

```lean
/-- For `n ≥ 2` and `0 < ε < 1`, the unit vector `e₁` with trial value `0` has residual norm
`ε`, while `ε^(1/n)` is an eigenvalue and all eigenvalues have this modulus, larger than `ε`. -/
theorem residual_bound_fails {n : ℕ} (hn : 2 ≤ n) {ε : ℝ} (h0 : 0 < ε) (h1 : ε < 1) :
    euclidNorm (firstSite n) = 1 ∧
    residualNorm (weakRing n ε) 0 (firstSite n) = ε ∧
    IsEigenvalue (weakRing n ε) ((ε ^ (1 / (n : ℝ)) : ℝ) : ℂ) ∧
    ∀ μ : ℂ, IsEigenvalue (weakRing n ε) μ → ‖μ‖ = ε ^ (1 / (n : ℝ)) ∧ ε < ‖μ‖ := by
  have hpos : 0 < n := by omega
  have hne : n ≠ 0 := by omega
  refine ⟨euclidNorm_firstSite hpos, residualNorm_firstSite hpos h0.le, ?_, ?_⟩
  · apply isEigenvalue_of_pow_eq hpos
    rw [one_div, Real.rpow_inv_natCast_pow h0.le hne]
  · intro μ hμ
    have h := norm_pow_of_isEigenvalue hpos h0.le hμ
    constructor
    · rw [← h, one_div, Real.pow_rpow_inv_natCast (norm_nonneg μ) hne]
    · -- otherwise `ε = |μ|^n ≤ ε^n ≤ ε^2 < ε`
      by_contra hle
      have a1 : ‖μ‖ ^ n ≤ ε ^ n := pow_le_pow_left₀ (norm_nonneg μ) (not_lt.mp hle) n
      have a2 : ε ^ n ≤ ε ^ 2 := pow_le_pow_of_le_one h0.le h1.le hn
      nlinarith [mul_pos h0 (sub_pos.mpr h1)]
```

## (h) No constant factor helps

**Task.** Fix n ≥ 2 and a real number C. Find ε with 0 < ε < 1 such that every eigenvalue has modulus larger than C times the residual norm of (0, e₁).

**Solution.** Choose the modulus of the eigenvalues first:

δ = 1/(|C| + 2), ε = δⁿ.

Then 0 < δ < 1, hence 0 < ε < 1. By (e), every eigenvalue satisfies |μ|ⁿ = δⁿ, so |μ| = δ. By (d), the residual norm is δⁿ. Since |C|δ < 1,

C δⁿ ≤ |C| δⁿ ≤ |C| δ² = (|C|δ) δ < δ = |μ|.

The order of the quantifiers matters: C is given first, and ε may depend on C and n. The statement therefore rules out a constant that serves all ε in (0, 1) at a given size. The `calc` block follows the displayed chain step by step.

```lean
/-- For every `n ≥ 2` and every constant `C` there is a link `0 < ε < 1` for which all
eigenvalues have modulus larger than `C` times the residual norm of `(0, e₁)`. -/
theorem no_constant_repairs_bound {n : ℕ} (hn : 2 ≤ n) (C : ℝ) :
    ∃ ε : ℝ, 0 < ε ∧ ε < 1 ∧ ∀ μ : ℂ, IsEigenvalue (weakRing n ε) μ →
      C * residualNorm (weakRing n ε) 0 (firstSite n) < ‖μ‖ := by
  have hpos : 0 < n := by omega
  have hne : n ≠ 0 := by omega
  have hC : 0 < |C| + 2 := by positivity
  -- choose the common modulus `δ` of the eigenvalues first
  obtain ⟨δ, hδ⟩ : ∃ δ : ℝ, δ = 1 / (|C| + 2) := ⟨_, rfl⟩
  have d0 : 0 < δ := by rw [hδ]; positivity
  have dmul : δ * (|C| + 2) = 1 := by rw [hδ]; field_simp
  have d1 : δ < 1 := by nlinarith [mul_nonneg d0.le (abs_nonneg C)]
  refine ⟨δ ^ n, pow_pos d0 n, pow_lt_one₀ d0.le d1 hne, ?_⟩
  intro μ hμ
  have h := norm_pow_of_isEigenvalue hpos (pow_pos d0 n).le hμ
  have hnorm : ‖μ‖ = δ := by
    rw [← Real.pow_rpow_inv_natCast (norm_nonneg μ) hne, h,
      Real.pow_rpow_inv_natCast d0.le hne]
  rw [residualNorm_firstSite hpos (pow_pos d0 n).le, hnorm]
  have hCd : |C| * δ < 1 := by nlinarith
  calc C * δ ^ n ≤ |C| * δ ^ n :=
        mul_le_mul_of_nonneg_right (le_abs_self C) (pow_pos d0 n).le
    _ ≤ |C| * δ ^ 2 :=
        mul_le_mul_of_nonneg_left (pow_le_pow_of_le_one d0.le d1.le hn) (abs_nonneg C)
    _ = (|C| * δ) * δ := by ring
    _ < 1 * δ := mul_lt_mul_of_pos_right hCd d0
    _ = δ := one_mul δ

end

end NonHermitianResidual
```

```lean
#print axioms NonHermitianResidual.residual_bound_fails
#print axioms NonHermitianResidual.no_constant_repairs_bound
```

```
'NonHermitianResidual.residual_bound_fails' depends on axioms: [propext, Classical.choice, Quot.sound]
'NonHermitianResidual.no_constant_repairs_bound' depends on axioms: [propext, Classical.choice, Quot.sound]
```
